# For 0 < a ≤ b, the prefactor 2/(a+b) minimises the largest initial Newton–Schulz error |1 − t x| on [a,b]

I take the "best" prefactor for a Newton–Schulz inversion to be the one with the smallest worst-case error over a spectral window. All I know about my self-adjoint matrix A, say an overlap matrix, is that its eigenvalues lie in [a,b] with 0 < a ≤ b. I start from X₀ = t·1 and iterate X ↦ X(2 − A X). The claim is that t = 2/(a+b) keeps |1 − t x| at or below (b−a)/(b+a) on the whole window, and that no real t does better at both endpoints.

I can see this from a sketch of two straight lines, but I would like a full proof, checked by Lean. Does the choice also remain optimal after k steps of the matrix iteration, and not only for the starting error?

## Balancing the errors at the two ends of the window

Yes, if the error of an iterate X is measured by the operator norm of 1 − A X. The choice then remains optimal after any number of steps, provided that a and b are themselves eigenvalues of A. If the window is wider than the spectrum, the upper bound still holds, but another t may suit that particular matrix better.

Write X_k for the k-th iterate and R_k = 1 − A X_k for its residual, which vanishes when X_k is the inverse of A. One step changes the residual to

1 − A X(2 − A X) = 1 − 2 A X + (A X)² = (1 − A X)².

Only the product A X occurs here, so A and X need not commute. By induction,

R_k = (1 − A X₀)^(2^k) = (1 − t A)^(2^k).

On an eigenvector with eigenvalue x, the starting residual therefore acts as the number 1 − t x. Let q = (b−a)/(b+a). For t = 2/(a+b),

1 − t x = (a + b − 2x)/(a + b).

As x runs from a to b, the numerator runs from b − a down to −(b − a), so |1 − t x| ≤ q.

For the lower bound, let t be any real number and combine the signed endpoint errors with weights that remove t:

b(1 − t a) − a(1 − t b) = b − a = q(a + b).

If both endpoint errors were smaller than q in absolute value, the left side would be smaller than b q + a q = q(a + b), a contradiction. Hence at least one endpoint has an error of at least q.

The same identity gives uniqueness. Suppose that both endpoint errors are at most q in absolute value. Then q − (1 − t a) and q + (1 − t b) are both non-negative, and

b[q − (1 − t a)] + a[q + (1 − t b)] = q(a + b) − (b − a) = 0.

Since a and b are positive, both brackets vanish:

1 − t a = q and 1 − t b = −q.

Adding these equations gives 2 − t(a + b) = 0, so t = 2/(a+b). The optimal prefactor makes the endpoint errors equal in size and opposite in sign.

To return to the operator, expand a vector v in an orthonormal eigenbasis e_i of A with eigenvalues x_i and coefficients c_i = ⟨e_i, v⟩. With t = 2/(a+b),

‖R_k v‖² = Σ_i |1 − t x_i|^(2·2^k) |c_i|² ≤ q^(2·2^k) Σ_i |c_i|² = q^(2·2^k) ‖v‖².

Taking square roots gives ‖R_k v‖ ≤ q^(2^k) ‖v‖. Conversely, if a and b are eigenvalues, then for any t we can choose an eigenvector v at an endpoint where |1 − t x| ≥ q. For this v,

‖R_k v‖ = |1 − t x|^(2^k) ‖v‖ ≥ q^(2^k) ‖v‖.

## The matrix diag(1, 4)

Here a = 1 and b = 4, so t = 2/5 and q = 3/5. The endpoint errors are 1 − 0.4 = 0.6 and 1 − 1.6 = −0.6. The first two steps give

X₀ = diag(0.4, 0.4)
X₁ = diag(0.64, 0.16)
X₂ = diag(0.8704, 0.2176),

which approach the inverse diag(1, 0.25). Both diagonal entries of the residual are 0.36 after one step, 0.1296 after two and about 0.0168 after three.

With t = 1/4 the error at x = 4 is zero, but the error at x = 1 is 0.75, which has only fallen to about 0.100 after three steps. With t = 1/2 the error at x = 1 improves to 0.5, but the error at x = 4 is −1. The second entry of X₁ is then 0.5·(2 − 2) = 0, and it stays there.

## The Lean file

```lean
import Mathlib

open scoped InnerProductSpace

namespace NewtonSchulzScaling

noncomputable section

/-- The Newton-Schulz iteration `X ↦ X (2 - A X)` for the inverse of `A`, started from `X₀`. -/
def newtonSchulz {R : Type*} [Ring R] (A X₀ : R) : ℕ → R
  | 0 => X₀
  | k + 1 => newtonSchulz A X₀ k * (2 - A * newtonSchulz A X₀ k)

/-- The prefactor `2 / (a + b)` for a spectral window `[a, b]`, meant for `a + b ≠ 0`. -/
def optimalScale (a b : ℝ) : ℝ := 2 / (a + b)

/-- Every Newton-Schulz step squares the residual: after `k` steps it is the initial residual
to the power `2 ^ k`. -/
theorem newtonSchulz_residual {R : Type*} [Ring R] (A X₀ : R) (k : ℕ) :
    1 - A * newtonSchulz A X₀ k = (1 - A * X₀) ^ (2 ^ k) := by
  -- one step squares the residual
  have step : ∀ X : R, 1 - A * (X * (2 - A * X)) = (1 - A * X) ^ 2 := by
    intro X
    have h2 : (2 : R) = 1 + 1 := one_add_one_eq_two.symm
    rw [h2, pow_two]
    noncomm_ring
  induction k with
  | zero => simp [newtonSchulz]
  | succ k ih =>
    rw [pow_succ 2 k, pow_mul, ← ih]
    exact step _

/-- With the prefactor `2 / (a + b)`, the initial error at any point `x` of a positive window
`[a, b]` is at most `(b - a) / (b + a)`. -/
theorem abs_error_le {a b x : ℝ} (ha : 0 < a) (hax : a ≤ x) (hxb : x ≤ b) :
    |1 - optimalScale a b * x| ≤ (b - a) / (b + a) := by
  have hs : 0 < a + b := by linarith
  have h : 1 - optimalScale a b * x = (a + b - 2 * x) / (a + b) := by
    rw [sub_div, div_self hs.ne', optimalScale]
    ring
  rw [h, abs_div, abs_of_pos hs, add_comm b a]
  exact div_le_div_of_nonneg_right (abs_le.2 ⟨by linarith, by linarith⟩) hs.le

/-- For `0 < a ≤ b` and any real prefactor `t`, the initial error at one of the two endpoints
is at least `(b - a) / (b + a)`. -/
theorem endpoint_error_ge {a b : ℝ} (ha : 0 < a) (hab : a ≤ b) (t : ℝ) :
    (b - a) / (b + a) ≤ |1 - t * a| ∨ (b - a) / (b + a) ≤ |1 - t * b| := by
  have hb : 0 < b := by linarith
  have hq : (b - a) / (b + a) * (b + a) = b - a := div_mul_cancel₀ _ (by linarith)
  by_contra hcon
  rw [not_or, not_le, not_le] at hcon
  -- weight the two endpoint errors by `b` and `a`, so that `t` drops out
  have h1 := mul_lt_mul_of_pos_left (abs_lt.1 hcon.1).2 hb
  have h2 := mul_lt_mul_of_pos_left (abs_lt.1 hcon.2).1 ha
  linarith

/-- For `0 < a ≤ b`, a prefactor whose error is at most `(b - a) / (b + a)` at both endpoints
is equal to `2 / (a + b)`. -/
theorem optimalScale_unique {a b t : ℝ} (ha : 0 < a) (hab : a ≤ b)
    (h1 : |1 - t * a| ≤ (b - a) / (b + a)) (h2 : |1 - t * b| ≤ (b - a) / (b + a)) :
    t = optimalScale a b := by
  have hb : 0 < b := by linarith
  have hq : (b - a) / (b + a) * (b + a) = b - a := div_mul_cancel₀ _ (by linarith)
  have u1 : 0 ≤ (b - a) / (b + a) - (1 - t * a) := by linarith [(abs_le.1 h1).2]
  have u2 : 0 ≤ (b - a) / (b + a) + (1 - t * b) := by linarith [(abs_le.1 h2).1]
  have p1 := mul_nonneg hb.le u1
  have p2 := mul_nonneg ha.le u2
  -- both slacks vanish, so the endpoint errors are equal and opposite
  have z1 : b * ((b - a) / (b + a) - (1 - t * a)) = 0 := by linarith
  have z2 : a * ((b - a) / (b + a) + (1 - t * b)) = 0 := by linarith
  have e1 := (mul_eq_zero.1 z1).resolve_left hb.ne'
  have e2 := (mul_eq_zero.1 z2).resolve_left ha.ne'
  rw [optimalScale, eq_div_iff (by linarith : a + b ≠ 0)]
  linarith

variable {𝕜 E : Type*} [RCLike 𝕜] [NormedAddCommGroup E] [InnerProductSpace 𝕜 E]

/-- The residual `1 - A X_k` after `k` Newton-Schulz steps started from `t` times the identity. -/
def residual (A : Module.End 𝕜 E) (t : ℝ) (k : ℕ) : Module.End 𝕜 E :=
  1 - A * newtonSchulz A ((t : 𝕜) • (1 : Module.End 𝕜 E)) k

/-- On an eigenvector of `A` with real eigenvalue `x`, the residual after `k` steps acts as
multiplication by `(1 - t x) ^ (2 ^ k)`. -/
theorem residual_eigenvector {A : Module.End 𝕜 E} {x : ℝ} {v : E}
    (hv : A v = (x : 𝕜) • v) (t : ℝ) (k : ℕ) :
    residual A t k v = (((1 - t * x) ^ (2 ^ k) : ℝ) : 𝕜) • v := by
  have key : ∀ (M : Module.End 𝕜 E) (r : ℝ), M v = (r : 𝕜) • v →
      ∀ n : ℕ, (M ^ n) v = ((r ^ n : ℝ) : 𝕜) • v := by
    intro M r hM n
    induction n with
    | zero => simp
    | succ n ih =>
      rw [pow_succ M, Module.End.mul_apply, hM, map_smul, ih, smul_smul,
        ← RCLike.ofReal_mul, ← pow_succ']
  rw [residual, newtonSchulz_residual]
  apply key
  simp only [LinearMap.sub_apply, Module.End.mul_apply, Module.End.one_apply,
    LinearMap.smul_apply, map_smul, hv]
  push_cast
  module

/-- On a finite-dimensional space, if all eigenvalues of a self-adjoint `A` lie in `[a, b]` with
`0 < a ≤ b`, the prefactor `2 / (a + b)` bounds the residual after `k` steps by
`((b - a) / (b + a)) ^ (2 ^ k)` in norm. -/
theorem norm_residual_le [FiniteDimensional 𝕜 E] {A : Module.End 𝕜 E} (hA : A.IsSymmetric)
    {a b : ℝ} (ha : 0 < a) (hab : a ≤ b)
    (hspec : ∀ x : ℝ, Module.End.HasEigenvalue A (x : 𝕜) → x ∈ Set.Icc a b) (k : ℕ) (v : E) :
    ‖residual A (optimalScale a b) k v‖ ≤ ((b - a) / (b + a)) ^ (2 ^ k) * ‖v‖ := by
  have hn : Module.finrank 𝕜 E = Module.finrank 𝕜 E := rfl
  obtain ⟨e, l, he, hl⟩ : ∃ (e : OrthonormalBasis (Fin (Module.finrank 𝕜 E)) 𝕜 E)
      (l : Fin (Module.finrank 𝕜 E) → ℝ),
      (∀ i, A (e i) = (l i : 𝕜) • e i) ∧ ∀ i, l i ∈ Set.Icc a b :=
    ⟨hA.eigenvectorBasis hn, hA.eigenvalues hn, hA.apply_eigenvectorBasis hn,
      fun i => hspec _ (hA.hasEigenvalue_eigenvalues hn i)⟩
  have hq : 0 ≤ (b - a) / (b + a) := div_nonneg (by linarith) (by linarith)
  -- expand the residual vector in the eigenbasis
  have hexp : residual A (optimalScale a b) k v =
      ∑ i, ((((1 - optimalScale a b * l i) ^ (2 ^ k) : ℝ) : 𝕜) * inner 𝕜 (e i) v) • e i := by
    conv_lhs => rw [← e.sum_repr' v]
    rw [map_sum]
    refine Finset.sum_congr rfl fun i _ => ?_
    rw [map_smul, residual_eigenvector (he i), smul_smul, mul_comm]
  -- compare squared norms component by component
  refine (sq_le_sq₀ (norm_nonneg _) (mul_nonneg (pow_nonneg hq _) (norm_nonneg _))).1 ?_
  rw [mul_pow, ← e.sum_sq_norm_inner_right (residual A (optimalScale a b) k v),
    ← e.sum_sq_norm_inner_right v, Finset.mul_sum]
  refine Finset.sum_le_sum fun i _ => ?_
  rw [hexp, e.orthonormal.inner_right_fintype, norm_mul, mul_pow, RCLike.norm_ofReal, abs_pow]
  exact mul_le_mul_of_nonneg_right (pow_le_pow_left₀ (pow_nonneg (abs_nonneg _) _)
    (pow_le_pow_left₀ (abs_nonneg _) (abs_error_le ha (hl i).1 (hl i).2) _) 2) (sq_nonneg _)

/-- If `a` and `b` with `0 < a ≤ b` are eigenvalues of `A`, then for every real prefactor `t` and
every `k` some nonzero vector has a residual of at least `((b - a) / (b + a)) ^ (2 ^ k)` times
its norm. -/
theorem exists_norm_residual_ge {A : Module.End 𝕜 E} {a b : ℝ} (ha : 0 < a) (hab : a ≤ b)
    (hAa : Module.End.HasEigenvalue A (a : 𝕜)) (hAb : Module.End.HasEigenvalue A (b : 𝕜))
    (t : ℝ) (k : ℕ) :
    ∃ v : E, v ≠ 0 ∧ ((b - a) / (b + a)) ^ (2 ^ k) * ‖v‖ ≤ ‖residual A t k v‖ := by
  have hq : 0 ≤ (b - a) / (b + a) := div_nonneg (by linarith) (by linarith)
  -- an eigenvector at the worse endpoint does it
  have main : ∀ x : ℝ, Module.End.HasEigenvalue A (x : 𝕜) → (b - a) / (b + a) ≤ |1 - t * x| →
      ∃ v : E, v ≠ 0 ∧ ((b - a) / (b + a)) ^ (2 ^ k) * ‖v‖ ≤ ‖residual A t k v‖ := by
    intro x hx hle
    obtain ⟨v, hv⟩ := hx.exists_hasEigenvector
    refine ⟨v, hv.2, ?_⟩
    rw [residual_eigenvector hv.apply_eq_smul, norm_smul, RCLike.norm_ofReal, abs_pow]
    exact mul_le_mul_of_nonneg_right (pow_le_pow_left₀ hq hle _) (norm_nonneg _)
  rcases endpoint_error_ge ha hab t with h | h
  · exact main a hAa h
  · exact main b hAb h

end

end NewtonSchulzScaling
```

```lean
#print axioms NewtonSchulzScaling.newtonSchulz_residual
#print axioms NewtonSchulzScaling.optimalScale_unique
#print axioms NewtonSchulzScaling.norm_residual_le
#print axioms NewtonSchulzScaling.exists_norm_residual_ge
```

```
'NewtonSchulzScaling.newtonSchulz_residual' depends on axioms: [propext]
'NewtonSchulzScaling.optimalScale_unique' depends on axioms: [propext, Classical.choice, Quot.sound]
'NewtonSchulzScaling.norm_residual_le' depends on axioms: [propext, Classical.choice, Quot.sound]
'NewtonSchulzScaling.exists_norm_residual_ge' depends on axioms: [propext, Classical.choice, Quot.sound]
```

## What the theorems say about the matrix

The iteration `newtonSchulz A X₀ k` is defined in an arbitrary ring, so `newtonSchulz_residual` is a purely algebraic identity. It needs no inner product and no assumption that A is invertible.

The prefactor 2/(a+b) is called `optimalScale a b`. Three theorems treat the scalar problem:

- `abs_error_le` bounds the error at every x with a ≤ x ≤ b.
- `endpoint_error_ge` says that for every real t, the error at a or the error at b is at least q.
- `optimalScale_unique` says that a t which meets the bound at both endpoints is equal to `optimalScale a b`.

Together, the first two say that the smallest achievable worst-case error on the window is q.

For the operator, `E` is an inner product space over `𝕜`, and `RCLike 𝕜` lets these scalars be real or complex. An element of `Module.End 𝕜 E` is a linear map from `E` to itself, and the product of two such maps is their composition. The definition `residual A t k` is R_k for the start X₀ = t·1. The prefactor is always a real number, and the notation `(t : 𝕜)` reads it as a scalar of the space.

In `norm_residual_le`, `A.IsSymmetric` says that A is self-adjoint, and `FiniteDimensional 𝕜 E` corresponds to a finite basis set. The hypothesis `hspec` is the spectral window: every real number that is an eigenvalue of A lies in `Set.Icc a b`, the closed interval [a,b]. Testing real numbers is enough, because a self-adjoint operator has only real eigenvalues. Physically, the condition a > 0 says that A is positive definite; for an overlap matrix, this means that the basis functions are linearly independent. The window is an input to the theorem, so in a calculation a and b have to come from a separate spectral estimate.

The conclusion bounds ‖R_k v‖ for every vector v, which amounts to a bound on the operator norm of the residual. It measures how far A X_k is from the identity; the distance from X_k to the inverse of A is a different quantity.

The matching theorem `exists_norm_residual_ge` assumes that a and b are eigenvalues of A. For every real t and every k, it supplies a nonzero vector whose residual is at least q^(2^k) times its norm. It requires neither self-adjointness nor finite dimension, since one eigenvector is enough. Uniqueness is stated for the endpoint errors only, not for the operator norm.

If a = b, then q = 0. A self-adjoint A with this window is a times the identity, and the starting guess is already its inverse.

In electronic structure, the result applies to inverting the overlap matrix of a finite basis by matrix products and subtractions, in a model without rounding and without the truncation of small matrix elements used in linear-scaling codes. It compares only starting guesses that are real multiples of the identity, and it concerns the inverse, not the inverse square root.

## From the scalar inequalities to the operator norm

In `newtonSchulz_residual`, the local statement `step` is the squaring identity. The tactic `noncomm_ring` expands it without assuming that A and X commute. The induction then uses 2^(k+1) = 2^k · 2 to turn one more squaring into the next exponent.

The proof of `abs_error_le` first rewrites the error as (a + b − 2x)/(a + b). The two inequalities passed to `abs_le` say that the numerator lies between −(b − a) and b − a.

The proof of `endpoint_error_ge` assumes that both endpoint errors are below q. The inequalities `h1` and `h2` are the relevant halves of these assumptions, multiplied by b and a. Since `hq` records that q(b + a) = b − a, `linarith` can add them and reach the contradiction found by hand.

In `optimalScale_unique`, `u1` and `u2` are the two non-negative brackets, and `p1` and `p2` are their weighted versions. The weighted sum is zero, so `z1` and `z2` follow. Cancelling the positive weights gives `e1` and `e2`, which are the equations 1 − t a = q and 1 − t b = −q, and their sum determines t.

The bridge to the operator is `residual_eigenvector`. Its auxiliary statement `key` shows by induction that if a linear map multiplies v by r, then its n-th power multiplies v by r^n. This is applied to the starting residual 1 − t A, with r = 1 − t x and n = 2^k.

For `norm_residual_le`, Mathlib's spectral theorem supplies the orthonormal eigenbasis `e` and the real eigenvalues `l`. The equation `hexp` expands R_k v in this basis. The proof then passes to squared norms, writes both sides as sums of squared components, and compares them term by term with `abs_error_le`.

Finally, `exists_norm_residual_ge` proves in `main` that an eigenvector at x has the required residual whenever |1 − t x| ≥ q. The theorem `endpoint_error_ge` says that this happens at a or at b, and the last lines treat these two cases.
